# In a stable cubic crystal with C12 = C44, the Poisson ratio along [100] fixes the one along [111]

Let a and b be the Poisson ratios of a stable cubic crystal for loading along [100] and [111]. If its elastic constants satisfy the Cauchy relation C12 = C44, then

b = (1 - a) / (2 (1 + 2a)).

Over all such crystals, a takes exactly the values in (0, 1/2) and b exactly those in (1/8, 1/2). Conversely, a stable cubic crystal whose ratios satisfy 2 (1 + 2a) b = 1 - a obeys the Cauchy relation.

The Cauchy relation is not derived from interatomic forces here. It holds for a static, stress-free lattice with central pair forces in which every atom sits at a centre of inversion. Within linear elasticity, a pair potential for such a lattice therefore cannot reproduce two measured ratios that violate the equation.

## From Hooke's law to the two ratios

Let ε be the strain and σ the stress in the cube axes, with component indices i, j = 0, 1, 2. Write tr for the trace, and set A = C11 - C12 and K = C11 + 2 C12. Hooke's law reads

σᵢᵢ = A εᵢᵢ + C12 tr ε,
σᵢⱼ = 2 C44 εᵢⱼ for i ≠ j.

Stability means A > 0, K > 0 and C44 > 0. Summing the diagonal equations gives tr σ = K tr ε, hence

εᵢᵢ = (σᵢᵢ - C12 tr σ / K) / A,
εᵢⱼ = σᵢⱼ / (2 C44) for i ≠ j.

For a unit load along [100], only σ₀₀ = 1 is nonzero, so

ε₀₀ = (1 - C12/K) / A = (C11 + C12) / (A K),
ε₁₁ = ε₂₂ = -C12 / (A K).

As ε₁₁ = ε₂₂ and there is no shear, every transverse direction has this same elongation. Since C11 + C12 = (A + 2K)/3 > 0,

a = C12 / (C11 + C12).

For [111], take the stress with all components equal to 1. Its trace is 3, and

εᵢᵢ = (1 - 3 C12/K) / A = 1/K,
εᵢⱼ = 1/(2 C44) for i ≠ j.

The elongation along a nonzero vector v is ∑ᵢⱼ εᵢⱼ vᵢ vⱼ / ∑ᵢ vᵢ², which equals

1/K + ((∑ᵢ vᵢ)² / ∑ᵢ vᵢ² - 1) / (2 C44).

It is 1/K + 1/C44 along (1, 1, 1), and 1/K - 1/(2 C44) in every transverse direction, where ∑ᵢ vᵢ = 0. Taking minus the quotient and multiplying through by 2 C44 K gives

b = (K - 2 C44) / (2 (K + C44)).

Because 1 - a = C11/(C11 + C12) and 1 + 2a = (C11 + 3 C12)/(C11 + C12), the equation 2 (1 + 2a) b = 1 - a is equivalent to each of the following:

2 (C11 + 3 C12) b = C11,
(C11 + 3 C12)(K - 2 C44) = C11 (K + C44),
3 K (C12 - C44) = 0.

As K > 0, the last line says C12 = C44.

Under the Cauchy relation, stability gives 0 < C12 < C11, so 0 < a < 1/2. Every such a is attained by the constants (C11, C12, C44) = (1 - a, a, a). Solving the relation for a gives

a = (1 - 2b) / (1 + 4b),

which lies in (0, 1/2) exactly when b lies in (1/8, 1/2), for positive b. Positivity of b follows from 0 < a < 1/2.

## A crystal with C11 = 4, and a change of C44

Take C11 = 4 and C12 = C44 = 1 in any common unit. Then a = 1/5 and K = 6. Under the [111] load the axial elongation is 1/6 + 1 = 7/6 and the transverse one is 1/6 - 1/2 = -1/3, so b = 2/7. The relation gives the same value: (4/5)/(2 · 7/5) = 2/7.

Now drop the Cauchy relation by setting C44 = 2. The crystal is still stable and a is still 1/5, but b = (6 - 4)/(2 · 8) = 1/8. The formula fails, and b is no longer inside the open interval.

## Elastic constants, strain and Poisson ratio in Lean

```lean
import Mathlib

open Matrix

namespace CubicCauchyRelation

noncomputable section

/-- Strain and stress tensors in the cube axes. -/
abbrev Tensor := Matrix (Fin 3) (Fin 3) ℝ
```

A `Tensor` is any real 3×3 matrix; symmetry is not imposed, but the loads used below are symmetric and so are their strains.

```lean
/-- The three elastic constants of a cubic crystal. -/
structure Cubic where
  C11 : ℝ
  C12 : ℝ
  C44 : ℝ

/-- The Born stability conditions of a cubic crystal. -/
def Stable (C : Cubic) : Prop :=
  0 < C.C11 - C.C12 ∧ 0 < C.C11 + 2 * C.C12 ∧ 0 < C.C44
```

`Stable` takes the Born conditions as its definition; they are not derived from an elastic energy.

```lean
/-- Hooke's law: the stress produced by the strain `ε`. -/
def stress (C : Cubic) (ε : Tensor) : Tensor := Matrix.of fun i j =>
  if i = j then (C.C11 - C.C12) * ε i i + C.C12 * ε.trace else 2 * C.C44 * ε i j

/-- Inverse Hooke's law: the strain produced by the stress `σ`. -/
def strain (C : Cubic) (σ : Tensor) : Tensor := Matrix.of fun i j =>
  if i = j then (C.C11 - C.C12)⁻¹ * (σ i i - C.C12 * (C.C11 + 2 * C.C12)⁻¹ * σ.trace)
  else (2 * C.C44)⁻¹ * σ i j
```

Off-diagonal entries are tensor shear strains, half the engineering shears, which accounts for the factor 2 C44.

```lean
/-- Relative elongation of a material line along `v` (of any nonzero length). -/
def elongation (ε : Tensor) (v : Fin 3 → ℝ) : ℝ := (v ⬝ᵥ ε *ᵥ v) / (v ⬝ᵥ v)
```

This is the elongation of linear, small-strain theory. The division by `v ⬝ᵥ v` allows vectors of any nonzero length.

```lean
/-- `ν` is the Poisson ratio for loading along `n`: under uniaxial stress along `n`, every
transverse elongation is `-ν` times the axial one. -/
def IsPoissonRatio (C : Cubic) (n : Fin 3 → ℝ) (ν : ℝ) : Prop :=
  ∀ m : Fin 3 → ℝ, m ≠ 0 → m ⬝ᵥ n = 0 →
    elongation (strain C (vecMulVec n n)) m = -ν * elongation (strain C (vecMulVec n n)) n
```

The load is the stress n⊗n. For n = (1, 1, 1) this is a tension of 3 along the unit direction, and the scale cancels in the ratio. The definition requires one ν to serve all transverse directions.

## Inverting Hooke's law and loading along [100]

```lean
/-- In a stable crystal the two forms of Hooke's law are inverse to each other. -/
theorem hooke_inverse {C : Cubic} (hC : Stable C) (τ : Tensor) :
    stress C (strain C τ) = τ ∧ strain C (stress C τ) = τ := by
  obtain ⟨hA, hK, hs⟩ := hC
  have hu := mul_inv_cancel₀ hA.ne'
  have hk := mul_inv_cancel₀ hK.ne'
  have hw := mul_inv_cancel₀ (mul_pos two_pos hs).ne'
  constructor <;>
  · ext i j
    by_cases h : i = j
    · subst h
      simp only [stress, strain, Matrix.of_apply, Matrix.trace_fin_three, ↓reduceIte]
      linear_combination τ i i * hu
        - C.C12 * (C.C11 - C.C12)⁻¹ * (τ 0 0 + τ 1 1 + τ 2 2) * hk
    · simp only [stress, strain, Matrix.of_apply, if_neg h]
      linear_combination τ i j * hw
```

This theorem justifies computing strain directly from stress. The proof treats diagonal and off-diagonal entries separately, using only that A, K and 2 C44 are invertible.

```lean
/-- The strain component along `v` (times the squared length of `v`) under the stress `n ⊗ n`. -/
theorem strain_along (C : Cubic) (n v : Fin 3 → ℝ) :
    v ⬝ᵥ strain C (vecMulVec n n) *ᵥ v =
      ((C.C11 - C.C12)⁻¹ - (2 * C.C44)⁻¹) * ∑ i, n i ^ 2 * v i ^ 2
      + (2 * C.C44)⁻¹ * (n ⬝ᵥ v) ^ 2
      - C.C12 * (C.C11 - C.C12)⁻¹ * (C.C11 + 2 * C.C12)⁻¹ * (n ⬝ᵥ n) * (v ⬝ᵥ v) := by
  simp only [strain, Matrix.mulVec, dotProduct, vecMulVec_apply, Matrix.of_apply,
    Matrix.trace_fin_three, Fin.sum_univ_three, Fin.isValue, Fin.reduceEq, ↓reduceIte]
  ring
```

Expanding the sums gives one formula for both loads and all directions v.

```lean
/-- The Poisson ratio of a stable cubic crystal loaded along [100] is `C12 / (C11 + C12)`. -/
theorem poisson_100 {C : Cubic} (hC : Stable C) (ν : ℝ) :
    IsPoissonRatio C ![1, 0, 0] ν ↔ ν = C.C12 / (C.C11 + C.C12) := by
  obtain ⟨hA, hK, -⟩ := hC
  have hn : elongation (strain C (vecMulVec ![1, 0, 0] ![1, 0, 0])) ![1, 0, 0] =
      (C.C11 - C.C12)⁻¹ - C.C12 * (C.C11 - C.C12)⁻¹ * (C.C11 + 2 * C.C12)⁻¹ := by
    rw [elongation, strain_along]
    simp only [dotProduct, Fin.sum_univ_three, Matrix.cons_val]
    ring
  have ht : ∀ m : Fin 3 → ℝ, m ≠ 0 → m ⬝ᵥ ![1, 0, 0] = 0 →
      elongation (strain C (vecMulVec ![1, 0, 0] ![1, 0, 0])) m =
        -(C.C12 * (C.C11 - C.C12)⁻¹ * (C.C11 + 2 * C.C12)⁻¹) := fun m hm h => by
    have h0 : m 0 = 0 := by simpa [dotProduct, Fin.sum_univ_three] using h
    rw [elongation, strain_along, div_eq_iff (fun h => hm (dotProduct_self_eq_zero.1 h))]
    simp only [dotProduct, Fin.sum_univ_three, Matrix.cons_val]
    linear_combination (C.C11 - C.C12)⁻¹ * m 0 * h0
  have hk := mul_inv_cancel₀ hK.ne'
  have huk := (mul_pos (inv_pos.2 hA) (inv_pos.2 hK)).ne'
  generalize (C.C11 - C.C12)⁻¹ = u at hn ht huk
  generalize (C.C11 + 2 * C.C12)⁻¹ = k at hn ht huk hk
  rw [eq_div_iff (by linarith : C.C11 + C.C12 ≠ 0)]
  constructor
  · intro hm
    have hv : (![0, 1, 0] : Fin 3 → ℝ) ≠ 0 := fun h => by simpa using congrFun h 1
    have ho : (![0, 1, 0] : Fin 3 → ℝ) ⬝ᵥ ![1, 0, 0] = 0 := by
      simp [dotProduct, Fin.sum_univ_three]
    have hy := hm _ hv ho
    rw [ht _ hv ho, hn] at hy
    exact mul_left_cancel₀ huk (by linear_combination hy + ν * u * hk)
  · intro hν m hm h
    rw [ht m hm h, hn]
    linear_combination u * k * hν - ν * u * hk
```

Here `hn` and `ht` are the axial and transverse elongations. To find ν, the proof tests the direction (0, 1, 0) and cancels 1/(A K); for the converse it checks every transverse m.

## Loading along [111] and the Cauchy relation

```lean
/-- Axial and transverse elongations of a stable cubic crystal under the stress `n ⊗ n` with
`n = (1, 1, 1)`. -/
theorem elongation_111 {C : Cubic} (hC : Stable C) :
    elongation (strain C (vecMulVec ![1, 1, 1] ![1, 1, 1])) ![1, 1, 1] =
      (C.C11 + 2 * C.C12)⁻¹ + 2 * (2 * C.C44)⁻¹ ∧
    ∀ m : Fin 3 → ℝ, m ≠ 0 → m ⬝ᵥ ![1, 1, 1] = 0 →
      elongation (strain C (vecMulVec ![1, 1, 1] ![1, 1, 1])) m =
        (C.C11 + 2 * C.C12)⁻¹ - (2 * C.C44)⁻¹ := by
  have hu := mul_inv_cancel₀ hC.1.ne'
  have hk := mul_inv_cancel₀ hC.2.1.ne'
  refine ⟨?_, fun m hm h => ?_⟩
  · rw [elongation, strain_along]
    simp only [dotProduct, Fin.sum_univ_three, Matrix.cons_val]
    linear_combination (C.C11 + 2 * C.C12)⁻¹ * hu - (C.C11 - C.C12)⁻¹ * hk
  · have h0 : m 0 + m 1 + m 2 = 0 := by simpa [dotProduct, Fin.sum_univ_three] using h
    rw [elongation, strain_along, div_eq_iff (fun h => hm (dotProduct_self_eq_zero.1 h))]
    simp only [dotProduct, Fin.sum_univ_three, Matrix.cons_val]
    linear_combination (m 0 ^ 2 + m 1 ^ 2 + m 2 ^ 2) *
      ((C.C11 + 2 * C.C12)⁻¹ * hu - (C.C11 - C.C12)⁻¹ * hk)
      + (2 * C.C44)⁻¹ * (m 0 + m 1 + m 2) * h0
```

The `linear_combination` steps carry out the simplification (1 - 3 C12/K)/A = 1/K, and `h0` supplies ∑ᵢ mᵢ = 0.

```lean
/-- A stable cubic crystal has a Poisson ratio for loading along [111]. -/
theorem exists_poisson_111 {C : Cubic} (hC : Stable C) : ∃ ν, IsPoissonRatio C ![1, 1, 1] ν := by
  obtain ⟨hn, ht⟩ := elongation_111 hC
  have h1 := inv_pos.2 hC.2.1
  have h2 := inv_pos.2 (mul_pos two_pos hC.2.2)
  refine ⟨-(((C.C11 + 2 * C.C12)⁻¹ - (2 * C.C44)⁻¹) /
    ((C.C11 + 2 * C.C12)⁻¹ + 2 * (2 * C.C44)⁻¹)), fun m hm h => ?_⟩
  rw [ht m hm h, hn, neg_neg, div_mul_cancel₀ _ (by linarith)]
```

The common transverse elongation gives existence; the axial one is positive, so the quotient is legitimate.

```lean
/-- In a stable cubic crystal the Cauchy relation `C12 = C44` holds exactly when the Poisson
ratios `a` along [100] and `b` along [111] satisfy `2 (1 + 2a) b = 1 - a`. -/
theorem cauchy_iff_poisson {C : Cubic} (hC : Stable C) {a b : ℝ}
    (ha : IsPoissonRatio C ![1, 0, 0] a) (hb : IsPoissonRatio C ![1, 1, 1] b) :
    C.C12 = C.C44 ↔ 2 * (1 + 2 * a) * b = 1 - a := by
  obtain ⟨hn, ht⟩ := elongation_111 hC
  have ha := (poisson_100 hC a).1 ha
  obtain ⟨hA, hK, hs⟩ := hC
  have hu : C.C11 + C.C12 ≠ 0 := by linarith
  rw [eq_div_iff hu] at ha
  have hv : (![1, -1, 0] : Fin 3 → ℝ) ≠ 0 := fun h => by simpa using congrFun h 0
  have ho : (![1, -1, 0] : Fin 3 → ℝ) ⬝ᵥ ![1, 1, 1] = 0 := by
    simp [dotProduct, Fin.sum_univ_three]
  have h := hb _ hv ho
  rw [ht _ hv ho, hn] at h
  have hp := mul_inv_cancel₀ hK.ne'
  have hq := mul_inv_cancel₀ (mul_pos two_pos hs).ne'
  generalize (C.C11 + 2 * C.C12)⁻¹ = p at h hp
  generalize (2 * C.C44)⁻¹ = q at h hq
  -- clear the compliances `p` and `q`
  have hb : 2 * b * (C.C11 + 2 * C.C12 + C.C44) = C.C11 + 2 * C.C12 - 2 * C.C44 := by
    linear_combination 2 * C.C44 * (C.C11 + 2 * C.C12) * h
      - 2 * C.C44 * (1 + b) * hp + (C.C11 + 2 * C.C12) * (1 - 2 * b) * hq
  constructor
  · intro hc
    exact mul_left_cancel₀ hu (by linear_combination hb + (2 * b + 2) * hc + (4 * b + 1) * ha)
  · intro hab
    have e1 : 2 * (C.C11 + 3 * C.C12) * b = C.C11 := by
      linear_combination (C.C11 + C.C12) * hab - (4 * b + 1) * ha
    exact mul_left_cancel₀ hK.ne' (by
      linear_combination (1 / 3) * (C.C11 + 2 * C.C12 + C.C44) * e1
        - (1 / 3) * (C.C11 + 3 * C.C12) * hb)
```

The transverse direction (1, -1, 0) yields the equation for b, which the second `hb` states without denominators. One implication cancels C11 + C12. The other forms `e1`, eliminates b and cancels K, as in the derivation above.

## The intervals filled by a and b

```lean
/-- Under the Cauchy relation the Poisson ratios of stable cubic crystals along [100] fill
exactly the interval `(0, 1/2)`. -/
theorem range_100 : {a : ℝ | ∃ C, Stable C ∧ C.C12 = C.C44 ∧ IsPoissonRatio C ![1, 0, 0] a}
    = Set.Ioo (0 : ℝ) (1 / 2) := by
  ext a
  constructor
  · rintro ⟨C, hC, hc, ha⟩
    rw [(poisson_100 hC a).1 ha]
    obtain ⟨hA, hK, hs⟩ := hC
    have hu : 0 < C.C11 + C.C12 := by linarith
    exact ⟨div_pos (by linarith) hu, by rw [div_lt_iff₀ hu]; linarith⟩
  · rintro ⟨h0, h1⟩
    have hC : Stable ⟨1 - a, a, a⟩ :=
      ⟨by show (0 : ℝ) < 1 - a - a; linarith, by show (0 : ℝ) < 1 - a + 2 * a; linarith, h0⟩
    exact ⟨_, hC, rfl, (poisson_100 hC a).2 (by simp)⟩
```

The set collects the ratios of all admissible triples of constants; it does not say that a known material realises each value. The second half of the proof supplies the triple (1 - a, a, a).

```lean
/-- Under the Cauchy relation the Poisson ratio `b` along [111] of a stable cubic crystal follows
from the Poisson ratio `a` along [100]. -/
theorem cauchy_poisson_relation {C : Cubic} (hC : Stable C) (hc : C.C12 = C.C44) {a b : ℝ}
    (ha : IsPoissonRatio C ![1, 0, 0] a) (hb : IsPoissonRatio C ![1, 1, 1] b) :
    b = (1 - a) / (2 * (1 + 2 * a)) := by
  have h0 : 0 < a := (range_100.subset ⟨C, hC, hc, ha⟩).1
  rw [eq_div_iff (by positivity)]
  linear_combination (cauchy_iff_poisson hC ha hb).1 hc
```

Positivity of a makes the denominator nonzero, and the equivalence gives the formula.

```lean
/-- Under the Cauchy relation the Poisson ratios of stable cubic crystals along [111] fill
exactly the interval `(1/8, 1/2)`. -/
theorem range_111 : {b : ℝ | ∃ C, Stable C ∧ C.C12 = C.C44 ∧ IsPoissonRatio C ![1, 1, 1] b}
    = Set.Ioo (1 / 8 : ℝ) (1 / 2) := by
  ext b
  constructor
  · rintro ⟨C, hC, hc, hb⟩
    obtain ⟨a, ha⟩ : ∃ a, IsPoissonRatio C ![1, 0, 0] a := ⟨_, (poisson_100 hC _).2 rfl⟩
    obtain ⟨h0, h1⟩ := range_100.subset ⟨C, hC, hc, ha⟩
    have hd : 0 < 2 * (1 + 2 * a) := by positivity
    rw [cauchy_poisson_relation hC hc ha hb]
    exact ⟨by rw [lt_div_iff₀ hd]; linarith, by rw [div_lt_iff₀ hd]; linarith⟩
  · rintro ⟨h0, h1⟩
    -- invert the relation to find the matching ratio along [100]
    have hd : 0 < 1 + 4 * b := by linarith
    have hpos : 0 < (1 - 2 * b) / (1 + 4 * b) := div_pos (by linarith) hd
    have hlt : (1 - 2 * b) / (1 + 4 * b) < 1 / 2 := by rw [div_lt_iff₀ hd]; linarith
    have hab := div_mul_cancel₀ (1 - 2 * b) hd.ne'
    obtain ⟨C, hC, hc, ha⟩ := range_100.symm.subset ⟨hpos, hlt⟩
    obtain ⟨b', hb'⟩ := exists_poisson_111 hC
    have h := (cauchy_iff_poisson hC ha hb').1 hc
    generalize (1 - 2 * b) / (1 + 4 * b) = a at hab hpos h
    have hne : 2 * (1 + 2 * a) ≠ 0 := by positivity
    have hbb : b' = b := mul_left_cancel₀ hne (by linear_combination h - hab)
    exact ⟨C, hC, hc, hbb ▸ hb'⟩

end

end CubicCauchyRelation
```

The bounds on a give those on b. In the other direction, the inverted relation selects a, `range_100` provides a crystal, and cancelling 2 (1 + 2a) shows that its [111] ratio `b'` is the prescribed b.

```lean
#print axioms CubicCauchyRelation.hooke_inverse
#print axioms CubicCauchyRelation.cauchy_poisson_relation
#print axioms CubicCauchyRelation.range_111
```

```
'CubicCauchyRelation.hooke_inverse' depends on axioms: [propext, Classical.choice, Quot.sound]
'CubicCauchyRelation.cauchy_poisson_relation' depends on axioms: [propext, Classical.choice, Quot.sound]
'CubicCauchyRelation.range_111' depends on axioms: [propext, Classical.choice, Quot.sound]
```
